# Two normalised Gaussian intracule densities of different width cross at exactly one separation, between their rms values

Q: Compared with the Hartree–Fock description, electron correlation typically removes electron pairs from small separations and puts them at larger ones. The Coulomb-hole radius is the separation where the loss turns into a gain. You represent the pair density without and with correlation by two normalised Gaussians that differ only in their exponent. What do you claim about them?

A: Let $u$ be the distance between the two electrons. The intracule density, the probability density of their relative position vector, is taken to be

$$\rho_a(u)=\left(\frac{a}{\pi}\right)^{3/2}e^{-au^2}.$$

The narrow density, with exponent $a$, stands for the uncorrelated pair. The wide one, with exponent $b$ and $a>b>0$, stands for the correlated pair. Then $\rho_a$ and $\rho_b$ are equal at exactly one $u>0$, and that $u$ lies strictly between the two root-mean-square separations, $\sqrt{3/(2a)}$ and $\sqrt{3/(2b)}$.

Q: Show me the argument without Lean first. Where do those rms values come from?

A: From the radial moments. Substituting $t=au^2$ gives, for $n=0,1,2,\dots$,

$$\int_0^\infty u^n e^{-au^2}\,du=\tfrac12\,a^{-(n+1)/2}\,\Gamma\!\left(\tfrac{n+1}{2}\right).$$

For $n=2$ we need $\Gamma(3/2)=\sqrt\pi/2$, so the integral is $\sqrt\pi/(4a^{3/2})$. Multiplying by $4\pi(a/\pi)^{3/2}$ gives 1, which is the normalisation. For $n=4$ we need $\Gamma(5/2)=3\sqrt\pi/4$, so the integral is $3\sqrt\pi/(8a^{5/2})$. The same prefactor now gives $\langle u^2\rangle=3/(2a)$.

Q: And the crossing?

A: Take the logarithm of the ratio of the densities:

$$\ln\frac{\rho_a(u)}{\rho_b(u)}=\tfrac32\ln\frac ab-(a-b)u^2=(a-b)(r^2-u^2),\qquad r^2=\frac{3\ln(a/b)}{2(a-b)}.$$

Since $a>b$, the number $r^2$ is positive, and we take $r>0$. The narrow density is larger for $u<r$ and smaller for $u>r$, and the two are equal at $u=r$ only.

For the bounds, use $\ln x<x-1$, which holds for every positive $x\neq1$. With $x=a/b$ it gives $\ln(a/b)<(a-b)/b$. With $x=b/a$ it gives $-\ln(a/b)<-(a-b)/a$, that is, $\ln(a/b)>(a-b)/a$. Dividing both by $a-b>0$,

$$\frac1a<\frac{\ln(a/b)}{a-b}<\frac1b.$$

Multiply by $3/2$ and take square roots: $\sqrt{3/(2a)}<r<\sqrt{3/(2b)}$.

Q: That I accept. Now I want to see whether the Lean text speaks about the same objects. How is the density written?

```lean
import Mathlib

open Real MeasureTheory Set

namespace CoulombHoleRadius

noncomputable section

/-- The three-dimensional Gaussian intracule density with exponent `a > 0`, as a function of
the interelectronic separation `u`. -/
def intracule (a u : ℝ) : ℝ := (a / π) ^ (3 / 2 : ℝ) * Real.exp (-a * u ^ 2)
```

A: `intracule a u` is $\rho_a(u)$ with its prefactor, the exponent $3/2$ being a real power. Both arguments are plain real numbers, so units are implicit: if $u$ is in bohr, $a$ is in inverse square bohr. The density belongs to one electron pair and integrates to one. Conventions that normalise to the number of pairs in a larger system would multiply both densities by the same factor and leave the crossing where it is.

Q: You could have defined the rms separation as $\sqrt{3/(2a)}$ and put the answer in by hand.

A: It is defined by its physical meaning, as the square root of an integral.

```lean
/-- The root-mean-square separation for exponent `a > 0`: the square root of the mean of `u ^ 2`
over the radial distribution `4 π u ^ 2 ρ(u)`. -/
def rmsSeparation (a : ℝ) : ℝ :=
  Real.sqrt (∫ u in Ioi (0 : ℝ), u ^ 2 * (4 * π * u ^ 2 * intracule a u))
```

The set `Ioi (0 : ℝ)` is the half-line $u>0$, and the factor $4\pi u^2$ turns the density of the relative vector into the distribution of the distance. The value $\sqrt{3/(2a)}$ is a theorem further down.

Q: The hole radius, though, does look like an answer put in by hand.

```lean
/-- The closed form of the hole radius for two distinct positive exponents `a` and `b`. -/
def holeRadius (a b : ℝ) : ℝ := Real.sqrt (3 * Real.log (a / b) / (2 * (a - b)))
```

A: As a definition, `holeRadius a b` is only a name for the formula $r$ above. Its right to that name comes from a later theorem, which says that the densities agree at a positive $u$ exactly when $u$ equals this number. The final statement doesn't mention `holeRadius` at all.

Q: Then take me through the proofs, starting with the integrals.

```lean
/-- The radial moments of a Gaussian with exponent `a > 0`, expressed by the Gamma function. -/
theorem gaussian_moment {a : ℝ} (ha : 0 < a) (n : ℕ) :
    ∫ u in Ioi (0 : ℝ), u ^ n * Real.exp (-a * u ^ 2) =
      a ^ (-((n : ℝ) + 1) / 2) * (1 / 2) * Real.Gamma (((n : ℝ) + 1) / 2) := by
  have hn : (-1 : ℝ) < (n : ℝ) := by
    have : (0 : ℝ) ≤ (n : ℝ) := Nat.cast_nonneg n
    linarith
  have h := integral_rpow_mul_exp_neg_mul_rpow (p := 2) (q := (n : ℝ)) (b := a)
    two_pos hn ha
  simp only [Real.rpow_natCast, Real.rpow_two] at h
  exact h
```

A: This is the moment formula for every natural number $n$. Mathlib has the integral for general real powers; the proof sets the power in the exponential to 2 and converts real powers back to natural ones.

```lean
/-- For positive `x`, the power `3/2` is `x` times its square root. -/
theorem rpow_three_half {x : ℝ} (hx : 0 < x) : x ^ (3 / 2 : ℝ) = x * Real.sqrt x := by
  rw [show (3 / 2 : ℝ) = 1 + 1 / 2 by norm_num, Real.rpow_add hx, Real.rpow_one,
    Real.sqrt_eq_rpow]
```

This small identity, $x^{3/2}=x\sqrt x$, lets the prefactor be simplified by ordinary algebra in $\sqrt a$ and $\sqrt\pi$.

```lean
/-- For `a > 0` the Gaussian intracule density is normalised over three-dimensional space. -/
theorem intracule_normalised {a : ℝ} (ha : 0 < a) :
    ∫ u in Ioi (0 : ℝ), 4 * π * u ^ 2 * intracule a u = 1 := by
  have e : ∀ u : ℝ, 4 * π * u ^ 2 * intracule a u =
      4 * π * (a / π) ^ (3 / 2 : ℝ) * (u ^ 2 * Real.exp (-a * u ^ 2)) := by
    intro u
    unfold intracule
    ring
  have hsa : Real.sqrt a ≠ 0 := (Real.sqrt_pos.2 ha).ne'
  have hsp : Real.sqrt π ≠ 0 := (Real.sqrt_pos.2 Real.pi_pos).ne'
  have hp : π ≠ 0 := Real.pi_ne_zero
  simp_rw [e]
  -- the second radial moment contains Gamma (3/2)
  rw [integral_const_mul, gaussian_moment ha 2,
    show -(((2 : ℕ) : ℝ) + 1) / 2 = -(3 / 2) by norm_num,
    show (((2 : ℕ) : ℝ) + 1) / 2 = 1 / 2 + 1 by norm_num,
    Real.Gamma_add_one (show (1 / 2 : ℝ) ≠ 0 by norm_num), Real.Gamma_one_half_eq,
    Real.rpow_neg ha.le, Real.div_rpow ha.le Real.pi_pos.le,
    rpow_three_half ha, rpow_three_half Real.pi_pos]
  field_simp
  ring
```

Here is the normalisation. The constant comes out of the integral, the moment with $n=2$ is inserted, and the recurrence $\Gamma(s+1)=s\,\Gamma(s)$ reduces $\Gamma(3/2)$ to $\Gamma(1/2)=\sqrt\pi$. Then `field_simp` and `ring` cancel what is left.

```lean
/-- For `a > 0` the root-mean-square separation is `sqrt (3 / (2 a))`. -/
theorem rmsSeparation_eq {a : ℝ} (ha : 0 < a) :
    rmsSeparation a = Real.sqrt (3 / (2 * a)) := by
  have e : ∀ u : ℝ, u ^ 2 * (4 * π * u ^ 2 * intracule a u) =
      4 * π * (a / π) ^ (3 / 2 : ℝ) * (u ^ 4 * Real.exp (-a * u ^ 2)) := by
    intro u
    unfold intracule
    ring
  have hsa : Real.sqrt a ≠ 0 := (Real.sqrt_pos.2 ha).ne'
  have hsp : Real.sqrt π ≠ 0 := (Real.sqrt_pos.2 Real.pi_pos).ne'
  have hp : π ≠ 0 := Real.pi_ne_zero
  unfold rmsSeparation
  congr 1
  simp_rw [e]
  -- the fourth radial moment contains Gamma (5/2)
  rw [integral_const_mul, gaussian_moment ha 4,
    show -(((4 : ℕ) : ℝ) + 1) / 2 = -(3 / 2) - 1 by norm_num,
    show (((4 : ℕ) : ℝ) + 1) / 2 = (1 / 2 + 1) + 1 by norm_num,
    Real.Gamma_add_one (show (1 / 2 + 1 : ℝ) ≠ 0 by norm_num),
    Real.Gamma_add_one (show (1 / 2 : ℝ) ≠ 0 by norm_num), Real.Gamma_one_half_eq,
    Real.rpow_sub ha, Real.rpow_one, Real.rpow_neg ha.le,
    Real.div_rpow ha.le Real.pi_pos.le, rpow_three_half ha, rpow_three_half Real.pi_pos]
  field_simp
  ring
```

The rms value follows the same route with $n=4$, using the recurrence twice to reach $\Gamma(5/2)$.

Q: Does the normalisation do any physical work, or is it decoration?

A: It is the reason to expect a crossing at all. Two continuous densities with the same total probability can't have one above the other at every separation. In the algebra it enters through the prefactors, whose ratio supplies the term $\tfrac32\ln(a/b)$. The proof of the crossing uses those explicit prefactors, so it never has to call the normalisation theorem.

Q: Two curves can be equal at a point by touching. You say "cross". Is a change of sign proved?

A: Yes, in two steps. The first absorbs the prefactor into the exponential.

```lean
/-- For `a > 0` the intracule density is a single exponential, prefactor included. -/
theorem intracule_eq_exp {a : ℝ} (ha : 0 < a) (u : ℝ) :
    intracule a u = Real.exp (3 / 2 * (Real.log a - Real.log π) - a * u ^ 2) := by
  unfold intracule
  rw [Real.rpow_def_of_pos (div_pos ha Real.pi_pos), ← Real.exp_add,
    Real.log_div ha.ne' Real.pi_ne_zero]
  congr 1
  ring
```

The second compares the two exponents.

```lean
/-- For `a > b > 0` and `u > 0`, the density with exponent `a` is the larger one exactly inside
the hole radius, and the smaller one exactly outside it. -/
theorem intracule_order {a b u : ℝ} (hb : 0 < b) (hab : b < a) (hu : 0 < u) :
    (intracule b u < intracule a u ↔ u < holeRadius a b) ∧
      (intracule a u < intracule b u ↔ holeRadius a b < u) := by
  have ha : 0 < a := hb.trans hab
  have hd : 0 < 2 * (a - b) := by linarith
  rw [intracule_eq_exp ha, intracule_eq_exp hb, Real.exp_lt_exp, Real.exp_lt_exp, holeRadius,
    Real.lt_sqrt hu.le, Real.sqrt_lt' hu, lt_div_iff₀ hd, div_lt_iff₀ hd,
    Real.log_div ha.ne' hb.ne']
  -- both comparisons are now linear in the logarithms and in `u ^ 2`
  constructor <;> constructor <;> intro h <;> nlinarith
```

For $u>0$ this gives two equivalences: the narrow density is the larger one exactly when $u<r$, and the smaller one exactly when $u>r$. The difference $\rho_b-\rho_a$, correlated minus uncorrelated, is therefore negative inside $r$ and positive outside, which is the sign pattern of a Coulomb hole. In the proof, `Real.exp_lt_exp` removes the exponentials, the square-root lemmas replace a comparison of $u$ with $r$ by one of $u^2$ with $r^2$, and the positive denominator $2(a-b)$ is multiplied out. The remaining inequalities are linear in $\ln a$, $\ln b$ and the products $au^2$ and $bu^2$, and `nlinarith` closes them.

Q: And the bounds use the same logarithm inequality as yours?

```lean
/-- For `a > b > 0` the hole radius lies strictly between the two root-mean-square
separations. -/
theorem holeRadius_between {a b : ℝ} (hb : 0 < b) (hab : b < a) :
    rmsSeparation a < holeRadius a b ∧ holeRadius a b < rmsSeparation b := by
  have ha : 0 < a := hb.trans hab
  have hd : 0 < 2 * (a - b) := by linarith
  -- the strict tangent bound on the logarithm, at `a / b` and at `b / a`
  have h1 : Real.log (a / b) < a / b - 1 :=
    Real.log_lt_sub_one_of_pos (div_pos ha hb) ((one_lt_div hb).2 hab).ne'
  have h2 : Real.log (b / a) < b / a - 1 :=
    Real.log_lt_sub_one_of_pos (div_pos hb ha) ((div_lt_one ha).2 hab).ne
  have h3 : Real.log (b / a) = -Real.log (a / b) := by
    rw [Real.log_div hb.ne' ha.ne', Real.log_div ha.ne' hb.ne']
    ring
  have upper : Real.log (a / b) * b < a - b := by
    have h := mul_lt_mul_of_pos_right h1 hb
    rwa [sub_mul, one_mul, div_mul_cancel₀ _ hb.ne'] at h
  have lower : a - b < Real.log (a / b) * a := by
    have h := mul_lt_mul_of_pos_right h2 ha
    rw [h3, sub_mul, one_mul, div_mul_cancel₀ _ ha.ne'] at h
    linarith
  rw [rmsSeparation_eq ha, rmsSeparation_eq hb, holeRadius]
  constructor
  · apply Real.sqrt_lt_sqrt (by positivity)
    rw [div_lt_div_iff₀ (by positivity) hd]
    linarith
  · have hlog : 0 < Real.log (a / b) := Real.log_pos ((one_lt_div hb).2 hab)
    apply Real.sqrt_lt_sqrt (div_nonneg (by linarith) hd.le)
    rw [div_lt_div_iff₀ hd (by positivity)]
    linarith
```

A: The same one, twice. `h1` is the inequality at $a/b$ and `h2` the one at $b/a$. Multiplying by $b$ and by $a$ turns them into `upper` and `lower`, which read $b\ln(a/b)<a-b$ and $a-b<a\ln(a/b)$. The rms separations are then replaced by their closed forms, and the monotonicity of the square root reduces each bound to a comparison of fractions.

Q: Where does equality of the densities come in?

```lean
/-- For `a > b > 0` and `u > 0`, the two densities agree at `u` exactly when `u` is the
hole radius. -/
theorem crossing_iff {a b u : ℝ} (hb : 0 < b) (hab : b < a) (hu : 0 < u) :
    intracule a u = intracule b u ↔ u = holeRadius a b := by
  obtain ⟨hin, hout⟩ := intracule_order hb hab hu
  constructor
  · intro h
    exact le_antisymm (not_lt.1 fun k => (hout.2 k).ne h)
      (not_lt.1 fun k => (hin.2 k).ne h.symm)
  · intro h
    exact le_antisymm (not_lt.1 fun k => (hin.1 k).ne h)
      (not_lt.1 fun k => (hout.1 k).ne h.symm)
```

A: Here. If the densities are equal at $u$, neither strict order between them holds, so by the previous equivalences $u$ is neither above nor below $r$. Conversely, if $u=r$, neither density can be the larger one. Each direction is an application of antisymmetry of $\leq$.

Q: Now the final statement. Read it to me in words.

```lean
/-- For `a > b > 0` the two Gaussian intracule densities are equal at exactly one positive
separation, and a positive separation where they are equal lies strictly between their
root-mean-square separations. -/
theorem existsUnique_crossing {a b : ℝ} (hb : 0 < b) (hab : b < a) :
    (∃! u : ℝ, 0 < u ∧ intracule a u = intracule b u) ∧
      ∀ u : ℝ, 0 < u → intracule a u = intracule b u →
        rmsSeparation a < u ∧ u < rmsSeparation b := by
  have hbetween := holeRadius_between hb hab
  have h0 : 0 ≤ rmsSeparation a := Real.sqrt_nonneg _
  have hr : 0 < holeRadius a b := h0.trans_lt hbetween.1
  constructor
  · refine ⟨holeRadius a b, ⟨hr, (crossing_iff hb hab hr).2 rfl⟩, ?_⟩
    rintro u ⟨hu, h⟩
    exact (crossing_iff hb hab hu).1 h
  · intro u hu h
    rw [(crossing_iff hb hab hu).1 h]
    exact hbetween

end

end CoulombHoleRadius
```

A: Let $b>0$ and $a>b$. The first part, with `∃!`, says that there is one and only one real $u$ that is positive and at which the densities agree. The second part says that any positive $u$ at which they agree is larger than `rmsSeparation a` and smaller than `rmsSeparation b`. The proof offers $r$ as the crossing. It is positive because it exceeds an rms separation, which is a square root and so not negative. Uniqueness and the bounds then come from the two preceding theorems.

```lean
#print axioms CoulombHoleRadius.intracule_normalised
-- 'CoulombHoleRadius.intracule_normalised' depends on axioms: [propext, Classical.choice, Quot.sound]
#print axioms CoulombHoleRadius.existsUnique_crossing
-- 'CoulombHoleRadius.existsUnique_crossing' depends on axioms: [propext, Classical.choice, Quot.sound]
```

Q: Why insist on $a>b$?

A: The order only says which density is called narrow. That the exponents differ does matter: with $a=b$ the densities coincide everywhere, and there is no unique crossing.

Q: My main doubt remains. A real correlated pair density isn't a Gaussian.

A: Agreed, and that is the step from this model to a molecule that the hypotheses leave open. Where the exact intracule is non-zero at $u=0$, as in the ground state of the helium atom, the Coulomb repulsion gives it a term linear in $u$ at small $u$, the mark of the electron-electron cusp. A Gaussian starts with a quadratic term instead. The real difference of densities may also change sign more than once, and nothing here bounds where it does so.

On the uncorrelated side a Gaussian can be exact. Two non-interacting electrons in the ground state of an isotropic harmonic well of frequency $\omega$ have, in atomic units, a Gaussian intracule with exponent $\omega/2$. Switching on the Coulomb repulsion destroys that form, even in the Hartree–Fock approximation. The wide Gaussian is thus a one-parameter stand-in that records how far the pair has spread, with no detail about its behaviour at contact.

Q: So what does the result say to someone working on explicit correlation?

A: In explicitly correlated electronic-structure theory the wavefunction contains $u$ directly, and this helps to describe the pair density at small $u$. The Coulomb hole displays what correlation as a whole does to that density, whether or not the wavefunction contains $u$ explicitly. For pair densities restricted to single normalised Gaussians, the hole radius is fixed by the two mean-square separations and lies between their square roots.

Q: Show me where this would turn up in an actual calculation.

A: Suppose a Hartree–Fock calculation and a correlated one each give $\langle u^2\rangle$ for an electron pair. Matching a Gaussian to each value means setting the exponent to $3/(2\langle u^2\rangle)$. Take 1.5 and 3.0 square bohr as illustrative inputs, with a spread exaggerated for clarity. The exponents are then $a=1$ and $b=0.5$ inverse square bohr, and

$$r=\sqrt{\frac{3\ln 2}{2\times0.5}}\approx1.44\ \text{bohr}.$$

The rms separations are about 1.22 and 1.73 bohr, with $r$ between them.

With the full intracules, averaged over the directions of the relative vector, one tabulates both on a grid of $u$, subtracts the Hartree–Fock values from the correlated ones, and finds where the difference changes sign. Multiplying by $4\pi u^2$ before subtracting changes the shape of the curve but not its zeros at $u>0$. The sign change found this way need not lie between the two rms separations: that bound belongs to the Gaussian model.
